# The harmonic elastic energy of a coherent stack of layers with positive moduli has a unique minimiser in closed form

An effective-mass or $k\cdot p$ calculation for a free-standing strained superlattice can take as one of its inputs the in-plane lattice constant that all layers share. Together with the relaxed constants, it fixes the in-plane strain of every layer. In a simple model of flat, linearly elastic layers, it follows directly from the layer data.

Let layer $i$ have biaxial modulus $M_i>0$, thickness $t_i>0$ and relaxed in-plane lattice constant $a_i>0$. At a common lattice constant $x$, its strain is $\varepsilon_i(x)=x/a_i-1$. With the layer weight $w_i=M_it_i$, the elastic energy per unit area is

$$E(x)=\sum_i w_i\,\varepsilon_i(x)^2 .$$

There is no factor $1/2$, because equal strains along two in-plane directions each contribute $M_i\varepsilon_i^2/2$ to the energy density. For finitely many layers, and at least one, the unique minimiser is

$$a_*=\frac{\sum_i w_i/a_i}{\sum_i w_i/a_i^2}.$$

## Two force conditions and the gap between them

Two quantities could be called the net force on the stack. One is conjugate to the lattice constant, and the other is the summed layer tension, that is, stress times thickness:

$$F(x)=-2\sum_i \frac{w_i\,\varepsilon_i(x)}{a_i},\qquad N(x)=\sum_i w_i\,\varepsilon_i(x).$$

The minimum of this $E$ is the zero of $F$. There $N$ equals $-E(a_*)$, which is negative as soon as two relaxed lattice constants differ. The condition $N=0$ therefore gives a different lattice constant for any mismatched stack. Take two layers of weight 1 and relaxed constants 1 and 2 in arbitrary units, a mismatch far too large for a real coherent stack and chosen only to make the gap visible. The minimum is at $1.2$, while $N$ vanishes at $4/3$.

The non-zero $N(a_*)$ of a mismatched stack is not a real net load on a free-standing stack. It arises because $F$ divides each layer's term $w_i\varepsilon_i$ by that layer's own $a_i$, while $N$ does not. For a small mismatch, the two lattice constants differ only at second order in the mismatch, which is beyond the accuracy of this small-strain model.

The in-plane strains $\varepsilon_i(a_*)$, together with the out-of-plane strains that accompany them, can then enter an effective-mass or $k\cdot p$ Hamiltonian through its deformation potentials, within the model of a flat, coherent and linearly elastic stack.

## Expansion about an arbitrary lattice constant

For any $x$ and $y$, the strains satisfy $\varepsilon_i(x)=\varepsilon_i(y)+(x-y)/a_i$. Squaring, multiplying by $w_i$ and summing gives

$$E(x)=E(y)+2(x-y)\sum_i\frac{w_i\varepsilon_i(y)}{a_i}+(x-y)^2\sum_i\frac{w_i}{a_i^2}.$$

With $K=\sum_i w_i/a_i^2$, this reads

$$E(x)=E(y)-F(y)(x-y)+K(x-y)^2 .$$

The expansion is exact because $E$ is quadratic. Differentiating with respect to $x$ and setting $x=y$ gives $E'(y)=-F(y)$.

Next, insert the strain into $F$:

$$\sum_i\frac{w_i\varepsilon_i(x)}{a_i}=xK-\sum_i\frac{w_i}{a_i}=K(x-a_*),\qquad F(x)=-2K(x-a_*).$$

This is Hooke's law centred at $a_*$. With at least one layer, $K>0$, so $F$ vanishes only at $a_*$. Setting $y=a_*$ in the expansion leaves

$$E(x)=E(a_*)+K(x-a_*)^2,$$

which exceeds $E(a_*)$ for every $x\ne a_*$. The numerator and denominator of $a_*$ are both positive, so $a_*>0$.

For the tension, write one factor of $\varepsilon_i^2$ as $x/a_i-1$:

$$E(x)=x\sum_i\frac{w_i\varepsilon_i(x)}{a_i}-\sum_i w_i\varepsilon_i(x)=-\tfrac{x}{2}F(x)-N(x).$$

At $x=a_*$ the force term vanishes, so $N(a_*)=-E(a_*)$. If all $a_i$ are equal, the energy is zero at their common value. That value is then the minimiser, and $N(a_*)=0$; a single layer is one such case. If two of them differ, no $x$ makes every strain zero, hence $E(a_*)>0$ and $N(a_*)<0$.

For two layers, labelled 0 and 1, multiplying the numerator and denominator of $a_*$ by $a_0^2a_1^2$ gives

$$a_*=\frac{a_0a_1(w_0a_1+w_1a_0)}{w_0a_1^2+w_1a_0^2}.$$

## The Lean file

```lean
import Mathlib

open Finset

namespace StrainedLayerStack

noncomputable section

/-- A stack of layers with positive biaxial moduli `M`, thicknesses `t` and relaxed in-plane
lattice constants `a`. -/
structure Stack (ι : Type*) where
  M : ι → ℝ
  t : ι → ℝ
  a : ι → ℝ
  M_pos : ∀ i, 0 < M i
  t_pos : ∀ i, 0 < t i
  a_pos : ∀ i, 0 < a i

namespace Stack

variable {ι : Type*}

/-- The in-plane strain of layer `i` when the stack has common lattice constant `x`. -/
def strain (S : Stack ι) (x : ℝ) (i : ι) : ℝ := x / S.a i - 1

variable [Fintype ι]

/-- The elastic energy per unit area at common lattice constant `x`. -/
def energy (S : Stack ι) (x : ℝ) : ℝ := ∑ i, S.M i * S.t i * S.strain x i ^ 2

/-- The net force conjugate to the common lattice constant, with one term for each layer. -/
def latticeForce (S : Stack ι) (x : ℝ) : ℝ :=
  -(2 * ∑ i, S.M i * S.t i * S.strain x i / S.a i)

/-- The summed layer tension: stress times thickness, added over the layers. -/
def tension (S : Stack ι) (x : ℝ) : ℝ := ∑ i, S.M i * S.t i * S.strain x i

/-- The stiffness coefficient `∑ M t / a ^ 2` of the stack: half the second derivative of the
elastic energy with respect to the common lattice constant. -/
def stiffness (S : Stack ι) : ℝ := ∑ i, S.M i * S.t i / S.a i ^ 2

/-- The weighted mean `∑ (M t / a) / ∑ (M t / a ^ 2)` of the lattice constants, for a stack
of at least one layer. -/
def eqLattice (S : Stack ι) : ℝ := (∑ i, S.M i * S.t i / S.a i) / S.stiffness

/-- A stack of at least one layer has positive stiffness. -/
theorem stiffness_pos [Nonempty ι] (S : Stack ι) : 0 < S.stiffness :=
  Finset.sum_pos (fun i _ => div_pos (mul_pos (S.M_pos i) (S.t_pos i))
    (pow_pos (S.a_pos i) 2)) Finset.univ_nonempty

/-- The energy at `x` is given exactly by its second-order expansion about any lattice
constant `y`. -/
theorem energy_expansion (S : Stack ι) (x y : ℝ) :
    S.energy x = S.energy y - S.latticeForce y * (x - y) + S.stiffness * (x - y) ^ 2 := by
  -- expand the square layer by layer, then collect the three sums
  have key : S.energy x = ∑ i, (S.M i * S.t i * S.strain y i ^ 2
      + (2 * (x - y)) * (S.M i * S.t i * S.strain y i / S.a i)
      + (x - y) ^ 2 * (S.M i * S.t i / S.a i ^ 2)) := by
    unfold energy
    refine Finset.sum_congr rfl fun i _ => ?_
    simp only [strain]
    ring
  rw [Finset.sum_add_distrib, Finset.sum_add_distrib, ← Finset.mul_sum,
    ← Finset.mul_sum] at key
  rw [key]
  unfold energy latticeForce stiffness
  ring

/-- The net lattice force is minus the derivative of the elastic energy with respect to the
common lattice constant. -/
theorem hasDerivAt_energy (S : Stack ι) (x : ℝ) :
    HasDerivAt S.energy (-S.latticeForce x) x := by
  have h1 : HasDerivAt (fun z : ℝ => z - x) 1 x := (hasDerivAt_id' x).sub_const x
  have h2 := ((h1.const_mul (S.latticeForce x)).const_sub (S.energy x)).fun_add
    ((h1.fun_pow 2).const_mul S.stiffness)
  have hf : S.energy = fun z => S.energy x - S.latticeForce x * (z - x)
      + S.stiffness * (z - x) ^ 2 := funext fun z => S.energy_expansion z x
  rw [hf]
  exact h2.congr_deriv (by simp)

/-- Hooke's law for a stack of at least one layer: the lattice force is proportional to the
displacement from the weighted mean `eqLattice`. -/
theorem latticeForce_eq [Nonempty ι] (S : Stack ι) (x : ℝ) :
    S.latticeForce x = -(2 * S.stiffness * (x - S.eqLattice)) := by
  have hK : S.stiffness ≠ 0 := S.stiffness_pos.ne'
  have h : ∑ i, S.M i * S.t i * S.strain x i / S.a i
      = x * S.stiffness - ∑ i, S.M i * S.t i / S.a i := by
    unfold stiffness
    rw [Finset.mul_sum, ← Finset.sum_sub_distrib]
    refine Finset.sum_congr rfl fun i _ => ?_
    simp only [strain]
    ring
  have he : S.stiffness * S.eqLattice = ∑ i, S.M i * S.t i / S.a i := by
    unfold eqLattice
    field_simp
  unfold latticeForce
  rw [h]
  linear_combination (-2) * he

/-- For a stack of at least one layer, the weighted mean `eqLattice` is positive, is the unique
minimiser of the elastic energy, and is the only lattice constant with zero lattice force. -/
theorem eqLattice_unique_minimiser [Nonempty ι] (S : Stack ι) :
    0 < S.eqLattice ∧ (∀ x, x ≠ S.eqLattice → S.energy S.eqLattice < S.energy x) ∧
      ∀ x, S.latticeForce x = 0 ↔ x = S.eqLattice := by
  have hK := S.stiffness_pos
  refine ⟨div_pos (Finset.sum_pos (fun i _ => div_pos (mul_pos (S.M_pos i) (S.t_pos i))
    (S.a_pos i)) Finset.univ_nonempty) hK, fun x hx => ?_, fun x => ?_⟩
  · -- the linear term vanishes at the mean, so only the positive square is left
    have h0 : S.latticeForce S.eqLattice = 0 := by rw [S.latticeForce_eq]; ring
    have hE := S.energy_expansion x S.eqLattice
    rw [h0] at hE
    have hsq : 0 < (x - S.eqLattice) ^ 2 := pow_pos_of_ne (sub_ne_zero.mpr hx)
    have := mul_pos hK hsq
    linarith
  · rw [S.latticeForce_eq]
    constructor
    · intro h
      have h2 : 2 * S.stiffness ≠ 0 := by positivity
      exact sub_eq_zero.mp ((mul_eq_zero.mp (neg_eq_zero.mp h)).resolve_left h2)
    · intro h
      rw [h]
      ring
where
  pow_pos_of_ne {u : ℝ} (hu : u ≠ 0) : 0 < u ^ 2 := by positivity

/-- For a stack of at least one layer, the summed layer tension at the energy minimum equals
minus the elastic energy stored there. -/
theorem tension_eqLattice [Nonempty ι] (S : Stack ι) :
    S.tension S.eqLattice = -S.energy S.eqLattice := by
  have key : S.energy S.eqLattice = ∑ i, (S.eqLattice *
      (S.M i * S.t i * S.strain S.eqLattice i / S.a i)
      - S.M i * S.t i * S.strain S.eqLattice i) := by
    unfold energy
    refine Finset.sum_congr rfl fun i _ => ?_
    simp only [strain]
    ring
  rw [Finset.sum_sub_distrib, ← Finset.mul_sum] at key
  have h0 : S.latticeForce S.eqLattice = 0 := by rw [S.latticeForce_eq]; ring
  unfold latticeForce at h0
  unfold tension
  linear_combination key - (S.eqLattice / 2) * h0

/-- At the energy minimum of a stack of at least one layer, the summed layer tension is
compressive exactly when two layers have different relaxed lattice constants. -/
theorem tension_neg_iff [Nonempty ι] (S : Stack ι) :
    S.tension S.eqLattice < 0 ↔ ∃ i j, S.a i ≠ S.a j := by
  rw [S.tension_eqLattice, neg_lt_zero]
  constructor
  · intro h
    by_contra hn
    push Not at hn
    -- matched layers store no energy at their common lattice constant
    obtain ⟨k⟩ := ‹Nonempty ι›
    have hz : S.energy (S.a k) = 0 := by
      unfold energy
      refine Finset.sum_eq_zero fun i _ => ?_
      simp only [strain]
      rw [hn k i, div_self (S.a_pos i).ne']
      ring
    by_cases hk : S.a k = S.eqLattice
    · rw [← hk, hz] at h
      exact lt_irrefl 0 h
    · have := S.eqLattice_unique_minimiser.2.1 (S.a k) hk
      linarith
  · rintro ⟨i, j, hij⟩
    by_contra hn
    have hnn : ∀ k ∈ (Finset.univ : Finset ι),
        0 ≤ S.M k * S.t k * S.strain S.eqLattice k ^ 2 := fun k _ =>
      mul_nonneg (mul_pos (S.M_pos k) (S.t_pos k)).le (sq_nonneg _)
    have h0 : ∑ k, S.M k * S.t k * S.strain S.eqLattice k ^ 2 = 0 :=
      le_antisymm (not_lt.mp hn) (Finset.sum_nonneg hnn)
    -- zero energy would force every layer to be unstrained
    have hk : ∀ k, S.a k = S.eqLattice := by
      intro k
      have h1 := (Finset.sum_eq_zero_iff_of_nonneg hnn).mp h0 k (Finset.mem_univ k)
      have h2 := (mul_eq_zero.mp h1).resolve_left (mul_pos (S.M_pos k) (S.t_pos k)).ne'
      have h3 : S.strain S.eqLattice k = 0 := (pow_eq_zero_iff two_ne_zero).mp h2
      unfold strain at h3
      exact ((div_eq_one_iff_eq (S.a_pos k).ne').mp (sub_eq_zero.mp h3)).symm
    exact hij ((hk i).trans (hk j).symm)

/-- The weighted mean lattice constant of a two-layer stack in closed form. -/
theorem eqLattice_two (S : Stack (Fin 2)) :
    S.eqLattice = S.a 0 * S.a 1 * (S.M 0 * S.t 0 * S.a 1 + S.M 1 * S.t 1 * S.a 0) /
      (S.M 0 * S.t 0 * S.a 1 ^ 2 + S.M 1 * S.t 1 * S.a 0 ^ 2) := by
  have hM0 := S.M_pos 0
  have hM1 := S.M_pos 1
  have ht0 := S.t_pos 0
  have ht1 := S.t_pos 1
  have ha0 := S.a_pos 0
  have ha1 := S.a_pos 1
  unfold eqLattice stiffness
  rw [Fin.sum_univ_two, Fin.sum_univ_two, div_add_div _ _ ha0.ne' ha1.ne',
    div_add_div _ _ (pow_ne_zero 2 ha0.ne') (pow_ne_zero 2 ha1.ne'), div_div_div_eq,
    div_eq_div_iff (by positivity) (by positivity)]
  ring

end Stack

end

end StrainedLayerStack
```

```lean
#print axioms StrainedLayerStack.Stack.hasDerivAt_energy
-- 'StrainedLayerStack.Stack.hasDerivAt_energy' depends on axioms: [propext, Classical.choice, Quot.sound]
#print axioms StrainedLayerStack.Stack.eqLattice_unique_minimiser
-- 'StrainedLayerStack.Stack.eqLattice_unique_minimiser' depends on axioms: [propext, Classical.choice, Quot.sound]
#print axioms StrainedLayerStack.Stack.tension_neg_iff
-- 'StrainedLayerStack.Stack.tension_neg_iff' depends on axioms: [propext, Classical.choice, Quot.sound]
#print axioms StrainedLayerStack.Stack.eqLattice_two
-- 'StrainedLayerStack.Stack.eqLattice_two' depends on axioms: [propext, Classical.choice, Quot.sound]
```

## Layers, forces and energies as Lean objects

A `Stack ι` holds three real-valued functions `M`, `t` and `a` on the set of layer labels `ι`, together with proofs that all their values are positive. `Fintype ι` makes the number of layers finite, and `Nonempty ι` supplies at least one. The labels carry no order, so the stacking sequence plays no role.

The definitions `strain`, `energy` and `tension` are $\varepsilon_i$, $E$ and $N$, and `eqLattice` is $a_*$. Two names need care:

- `latticeForce` is $F$, a generalised force: an energy per unit area divided by a length. It is not a mechanical force in newtons.
- `stiffness` is $K$, half the second derivative of the energy. The usual spring constant would be $2K$.

The main theorem, `eqLattice_unique_minimiser`, makes three statements about a stack of at least one layer: $a_*$ is positive, every other real $x$ has strictly larger energy, and $F(x)=0$ holds exactly when $x=a_*$. The comparison runs over all real numbers, including unphysical non-positive ones, so it contains the comparison over physical lattice constants.

`hasDerivAt_energy` justifies the word "force" by identifying $-F$ as the derivative of $E$. `tension_eqLattice` and `tension_neg_iff` give the value and the sign of the summed tension at the minimum, and `eqLattice_two` is the two-layer formula.

## From layer sums to a strict minimum

`energy_expansion` proves the quadratic identity one layer at a time: `ring` checks each summand, and the sum lemmas then collect the constant, linear and quadratic parts. `hasDerivAt_energy` rewrites the energy as this quadratic about the chosen point and differentiates it.

`stiffness_pos` obtains $K>0$ from a non-empty sum of positive terms. In `latticeForce_eq`, the step `h` is $\sum_i w_i\varepsilon_i(x)/a_i=xK-\sum_i w_i/a_i$, and `he` is $Ka_*=\sum_i w_i/a_i$; `linear_combination` joins them into Hooke's law.

The main theorem puts $a_*$ into the expansion, removes the linear term and uses the positivity of $K(x-a_*)^2$. For the force zero, it cancels the non-zero factor $2K$.

`tension_eqLattice` follows the split of $\varepsilon_i^2$ used above. `tension_neg_iff` argues by contradiction in both directions. If all relaxed constants agree, the energy vanishes at their common value, so the minimum energy cannot be positive. Conversely, if the minimum energy is not positive, each non-negative summand must be zero, which forces every $a_i$ to equal $a_*$. `eqLattice_two` clears the denominators and leaves a polynomial identity to `ring`.

## Flat coherent layers and the sign of the moduli

The theorems guarantee the minimiser of the stated energy over real numbers; rounding in a floating-point implementation is a separate matter. The energy itself is a small-strain model, with constant moduli and with thicknesses and areas held at fixed values.

The step from this model to a wafer is the assumption that the real stack settles at one common lattice constant by minimising $E$. That requires coherent interfaces without misfit dislocations, no bending, and no outside constraint such as a thick substrate left out of the sum.

Positive moduli stand for layers that resist in-plane strain. As a purely mathematical test, not a model of real layers, suppose instead that two layers have unit thickness, moduli $M_0=1$ and $M_1=-4$, and relaxed constants $a_0=1$ and $a_1=2$. Then

$$E(x)=(x-1)^2-4\left(\frac{x}{2}-1\right)^2=2x-3,$$

which has no minimum. Non-zero moduli, even with one of them positive, are thus not enough. The example does not show that every modulus must be positive, since a stack with one negative modulus and $K>0$ still has a quadratic energy that opens upwards.
